# For $0\le g\le 1$, the exchange hole at an occupied site sums to $-1$ exactly when that column of $g^2-g$ vanishes

## Can one number rule out fractionally occupied orbitals at a site?

If some natural orbitals can push the exchange-hole sum above $-1$ and others push it below, so that their effects cancel, a value of $-1$ at one site says nothing reliable about whether fractionally occupied orbitals reach that site. I have a one-particle density matrix $g$ on a lattice, with occupations between 0 and 1, and at site $i$ the hole $h_{ij}=-|g_{ij}|^2/g_{ii}$ sums to $-1$ over $j$. An idempotent $g$ would give this at every occupied site. But I have checked one site, and one real number seems too little to fix a whole column of $g^2-g$. Does it?

## The missing hole charge bounds the whole column

Yes, provided that $g$ and $1-g$ are positive semidefinite and $g_{ii}>0$. Let $D_i=1+\sum_j h_{ij}$ be the deficit and $A=g-g^2$. Since $g$ is Hermitian, $(g^2)_{ii}=\sum_j g_{ij}g_{ji}=\sum_j|g_{ij}|^2$, so

$$g_{ii}D_i=g_{ii}-\sum_j|g_{ij}|^2=A_{ii}.$$

Next, $A$ is positive semidefinite, because both terms of

$$A=g(1-g)g+(1-g)g(1-g)$$

have the form $B^\dagger MB$ with $M$ positive semidefinite. The same form appears once more. As $(1-2g)^2=1-4A$ and everything commutes,

$$(1-2g)A(1-2g)=A-4A^2$$

is positive semidefinite too. Its $i$-th diagonal entry is $A_{ii}-4\sum_j|A_{ij}|^2\ge 0$, and since $|A_{ij}|=|A_{ji}|$,

$$\sum_j|(g^2-g)_{ji}|^2\le\frac{g_{ii}}{4}D_i.$$

If $D_i=0$, the column vanishes. Conversely, a vanishing column contains $A_{ii}=0$ up to sign, and $g_{ii}>0$ then gives $D_i=0$.

Suppose $D_i=0$ and let $v$ be a natural orbital, $gv=fv$. The $i$-th row of $A$ also vanishes by Hermiticity, so $0=(Av)_i=f(1-f)v_i$. An orbital with $f\ne0,1$ therefore has no amplitude at $i$. The site occupation $g_{ii}$ itself can still lie strictly between 0 and 1, as at the first site of the next example.

The condition remains local. Fill the orbital $(1,1,0)/\sqrt2$ and put occupation $1/2$ on a third site. At the first site the sum is $-(1/4+1/4)/(1/2)=-1$, yet $(g^2)_{33}=1/4$ while $g_{33}=1/2$, so $g$ is not idempotent.

In the Lean file, `n` is a finite set of sites or spin orbitals and `g` a complex matrix over it. `PosSemidef` includes Hermiticity; the two such hypotheses express the Pauli limits on occupations. `exchangeHole` is real and takes the real part of `g i i`. The main theorem is `hole_sum_eq_neg_one_iff`; `column_bound` is the inequality above. The particle number is not fixed. Applying the result to a molecule requires identifying `g` with its density matrix in a finite orthonormal spin-orbital basis. For a correlated state, this hole is the exchange-like part built from $g$, not the full exchange-correlation hole.

```lean
import Mathlib

open Matrix
open scoped ComplexOrder

namespace LocalExchangeHole

noncomputable section

variable {n : Type*} [Fintype n] [DecidableEq n]

/-- The exchange hole `-|g(i,j)|² / g(i,i)` at site `j` around the reference site `i`,
for a density matrix with `g(i,i) > 0`. -/
def exchangeHole (g : Matrix n n ℂ) (i j : n) : ℝ :=
  -‖g i j‖ ^ 2 / (g i i).re

omit [DecidableEq n] in
/-- A diagonal entry of the square of a Hermitian matrix is the sum of the squared
moduli along the corresponding row. -/
theorem sq_diag_re {A : Matrix n n ℂ} (hA : A.IsHermitian) (i : n) :
    ((A * A) i i).re = ∑ j, ‖A i j‖ ^ 2 := by
  rw [Matrix.mul_apply, Complex.re_sum]
  refine Finset.sum_congr rfl fun j _ => ?_
  rw [← hA.apply j i, Complex.star_def, Complex.mul_conj, Complex.normSq_eq_norm_sq,
    Complex.ofReal_re]

omit [DecidableEq n] in
/-- For Hermitian `g` with `g(i,i) > 0`, the amount by which the exchange hole at `i` misses
the sum `-1`, weighted by the density, is the diagonal entry of `g - g²` at `i`. -/
theorem hole_deficit {g : Matrix n n ℂ} (hg : g.IsHermitian) {i : n}
    (hi : 0 < (g i i).re) :
    (g i i).re * (1 + ∑ j, exchangeHole g i j) = ((g - g * g) i i).re := by
  have hne : (g i i).re ≠ 0 := hi.ne'
  have hs : ∑ j, exchangeHole g i j = -(∑ j, ‖g i j‖ ^ 2) / (g i i).re := by
    simp only [exchangeHole]
    rw [← Finset.sum_div, Finset.sum_neg_distrib]
  have hc : (g i i).re * (-(∑ j, ‖g i j‖ ^ 2) / (g i i).re) = -(∑ j, ‖g i j‖ ^ 2) := by
    field_simp
  rw [hs, Matrix.sub_apply, Complex.sub_re, sq_diag_re hg]
  linear_combination hc

/-- If `g` and `1 - g` are positive semidefinite, then so is `g - g²`. -/
theorem posSemidef_sub_sq {g : Matrix n n ℂ} (hg : g.PosSemidef)
    (h1 : (1 - g).PosSemidef) : (g - g * g).PosSemidef := by
  have a := h1.conjTranspose_mul_mul_same g
  have b := hg.conjTranspose_mul_mul_same (1 - g)
  rw [hg.isHermitian.eq] at a
  rw [h1.isHermitian.eq] at b
  -- split `g - g²` into a particle part and a hole part
  have e : g - g * g = g * (1 - g) * g + (1 - g) * g * (1 - g) := by noncomm_ring
  rw [e]
  exact a.add b

/-- For `g` and `1 - g` positive semidefinite and `g(i,i) > 0`, the squared norm of the `i`-th
column of `g² - g` is at most `g(i,i)/4` times the deficit of the exchange-hole sum at `i`. -/
theorem column_bound {g : Matrix n n ℂ} (hg : g.PosSemidef)
    (h1 : (1 - g).PosSemidef) {i : n} (hi : 0 < (g i i).re) :
    ∑ j, ‖(g * g - g) j i‖ ^ 2 ≤
      (g i i).re / 4 * (1 + ∑ j, exchangeHole g i j) := by
  have hd := hole_deficit hg.isHermitian hi
  have hP := posSemidef_sub_sq hg h1
  obtain ⟨A, hA⟩ : ∃ A, A = g - g * g := ⟨_, rfl⟩
  rw [← hA] at hd hP
  have hB : (1 - g - g)ᴴ = 1 - g - g := by
    rw [Matrix.conjTranspose_sub, h1.isHermitian.eq, hg.isHermitian.eq]
  -- `A - 4A² = (1 - 2g) A (1 - 2g)` is positive semidefinite
  have hQ := hP.conjTranspose_mul_mul_same (1 - g - g)
  have e : (1 - g - g) * A * (1 - g - g) = A - (A * A + A * A + A * A + A * A) := by
    rw [hA]
    noncomm_ring
  rw [hB, e] at hQ
  have hre := (Complex.le_def.mp (hQ.diag_nonneg (i := i))).1
  simp only [Matrix.sub_apply, Matrix.add_apply, Complex.sub_re, Complex.add_re,
    Complex.zero_re, sq_diag_re hP.isHermitian] at hre
  have hcol : ∑ j, ‖(g * g - g) j i‖ ^ 2 = ∑ j, ‖A i j‖ ^ 2 := by
    refine Finset.sum_congr rfl fun j _ => ?_
    have hj : (g * g - g) j i = -star (A i j) := by
      rw [hP.isHermitian.apply j i, hA, Matrix.sub_apply, Matrix.sub_apply, neg_sub]
    rw [hj, norm_neg, norm_star]
  rw [hcol]
  linarith

/-- For `g` and `1 - g` positive semidefinite and `g(i,i) > 0`, the exchange hole around the
single site `i` sums to `-1` if and only if the whole `i`-th column of `g² - g` vanishes. -/
theorem hole_sum_eq_neg_one_iff {g : Matrix n n ℂ} (hg : g.PosSemidef)
    (h1 : (1 - g).PosSemidef) {i : n} (hi : 0 < (g i i).re) :
    ∑ j, exchangeHole g i j = -1 ↔ ∀ j, (g * g - g) j i = 0 := by
  constructor
  · intro h j
    -- without a deficit the column has norm zero
    have b := column_bound hg h1 hi
    rw [h] at b
    have b0 : ∑ k, ‖(g * g - g) k i‖ ^ 2 ≤ 0 := b.trans_eq (by ring)
    have hj : ‖(g * g - g) j i‖ ^ 2 ≤ ∑ k, ‖(g * g - g) k i‖ ^ 2 :=
      Finset.single_le_sum (f := fun k => ‖(g * g - g) k i‖ ^ 2)
        (fun k _ => sq_nonneg _) (Finset.mem_univ j)
    have hz : ‖(g * g - g) j i‖ ^ 2 = 0 := le_antisymm (hj.trans b0) (sq_nonneg _)
    exact norm_eq_zero.mp ((pow_eq_zero_iff two_ne_zero).mp hz)
  · intro h
    -- the diagonal entry of the column is minus the deficit times the density `g(i,i)`
    have hd := hole_deficit hg.isHermitian hi
    have hz : (g - g * g) i i = 0 := by
      rw [← neg_sub (g * g) g, Matrix.neg_apply, h i, neg_zero]
    rw [hz, Complex.zero_re] at hd
    rcases mul_eq_zero.mp hd with h0 | h0
    · exact absurd h0 hi.ne'
    · linarith

/-- Let `g` and `1 - g` be positive semidefinite and `g(i,i) > 0`. If the exchange hole around
`i` sums to `-1`, every natural orbital whose occupation `f` is neither 0 nor 1 vanishes
at `i`. -/
theorem fractional_orbital_vanishes {g : Matrix n n ℂ} (hg : g.PosSemidef)
    (h1 : (1 - g).PosSemidef) {i : n} (hi : 0 < (g i i).re)
    (hsum : ∑ j, exchangeHole g i j = -1) {v : n → ℂ} {f : ℂ}
    (hv : g *ᵥ v = f • v) (hf0 : f ≠ 0) (hf1 : f ≠ 1) : v i = 0 := by
  have hcol := (hole_sum_eq_neg_one_iff hg h1 hi).mp hsum
  -- by Hermiticity the `i`-th row vanishes as well
  have hrow : ∀ j, (g - g * g) i j = 0 := by
    intro j
    rw [← (posSemidef_sub_sq hg h1).isHermitian.apply i j, ← neg_sub (g * g) g,
      Matrix.neg_apply, hcol j, neg_zero, star_zero]
  have hz : ((g - g * g) *ᵥ v) i = 0 := by
    change ∑ j, (g - g * g) i j * v j = 0
    exact Finset.sum_eq_zero fun j _ => by rw [hrow j, zero_mul]
  rw [Matrix.sub_mulVec, ← Matrix.mulVec_mulVec, hv, Matrix.mulVec_smul, hv] at hz
  simp only [Pi.sub_apply, Pi.smul_apply, smul_eq_mul] at hz
  have hp : f * (1 - f) * v i = 0 := by linear_combination hz
  exact (mul_eq_zero.mp hp).resolve_left (mul_ne_zero hf0 (sub_ne_zero.mpr hf1.symm))

/-- A three-site density matrix: one filled orbital spread evenly over the first two sites,
and a third site with occupation one half. -/
def bondPlusHalf : Matrix (Fin 3) (Fin 3) ℂ :=
  !![1/2, 1/2, 0; 1/2, 1/2, 0; 0, 0, 1/2]

/-- The matrix `bondPlusHalf` and its complement are positive semidefinite, its density at the
first site is positive and the exchange hole there sums to `-1`, yet it is not idempotent. -/
theorem bondPlusHalf_witness :
    bondPlusHalf.PosSemidef ∧ (1 - bondPlusHalf).PosSemidef ∧
      0 < (bondPlusHalf 0 0).re ∧ ∑ j, exchangeHole bondPlusHalf 0 j = -1 ∧
      bondPlusHalf * bondPlusHalf ≠ bondPlusHalf := by
  have hconj : (starRingEnd ℂ) 2 = 2 := by
    apply Complex.ext <;> simp
  refine ⟨?_, ?_, ?_, ?_, ?_⟩
  · -- a Gram matrix
    have e : bondPlusHalf = (!![1/2, 1/2, 0; 1/2, 1/2, 0; 0, 0, 1/2; 0, 0, 1/2] :
        Matrix (Fin 4) (Fin 3) ℂ)ᴴ *
          (!![1/2, 1/2, 0; 1/2, 1/2, 0; 0, 0, 1/2; 0, 0, 1/2] :
            Matrix (Fin 4) (Fin 3) ℂ) := by
      ext i j
      fin_cases i <;> fin_cases j <;>
        simp [bondPlusHalf, Matrix.mul_apply, Fin.sum_univ_succ] <;> norm_num [hconj]
    rw [e]
    exact Matrix.posSemidef_conjTranspose_mul_self _
  · have e : 1 - bondPlusHalf = (!![1/2, -1/2, 0; 1/2, -1/2, 0; 0, 0, 1/2; 0, 0, 1/2] :
        Matrix (Fin 4) (Fin 3) ℂ)ᴴ *
          (!![1/2, -1/2, 0; 1/2, -1/2, 0; 0, 0, 1/2; 0, 0, 1/2] :
            Matrix (Fin 4) (Fin 3) ℂ) := by
      ext i j
      fin_cases i <;> fin_cases j <;>
        simp [bondPlusHalf, Matrix.mul_apply, Fin.sum_univ_succ] <;>
        norm_num [hconj]
    rw [e]
    exact Matrix.posSemidef_conjTranspose_mul_self _
  · norm_num [bondPlusHalf]
  · norm_num [exchangeHole, bondPlusHalf, Fin.sum_univ_succ]
  · intro h
    -- the half-filled site has occupation 1/2, whose square is 1/4
    have hsq : (bondPlusHalf * bondPlusHalf) 2 2 = 1 / 4 := by
      simp [bondPlusHalf, Matrix.mul_apply, Fin.sum_univ_succ]
      norm_num
    have hocc : bondPlusHalf 2 2 = 1 / 2 := by
      simp [bondPlusHalf]
    rw [h, hocc] at hsq
    norm_num at hsq

end

end LocalExchangeHole
```

```lean
#print axioms LocalExchangeHole.hole_sum_eq_neg_one_iff
#print axioms LocalExchangeHole.fractional_orbital_vanishes
```

```
'LocalExchangeHole.hole_sum_eq_neg_one_iff' depends on axioms: [propext, Classical.choice, Quot.sound]
'LocalExchangeHole.fractional_orbital_vanishes' depends on axioms: [propext, Classical.choice, Quot.sound]
```

`sq_diag_re` and `hole_deficit` give the first identity, and `posSemidef_sub_sq` the positivity of $A$. In both positivity steps, `conjTranspose_mul_mul_same` supplies $B^\dagger MB$ and `noncomm_ring` checks the matrix identity. `column_bound` writes $4A^2$ as four copies of `A * A`, reads off the diagonal with `diag_nonneg`, and uses Hermiticity to turn the row into a column.

In the main theorem, each squared modulus is at most a sum that is at most zero; the reverse direction uses `hole_deficit`. `fractional_orbital_vanishes` applies the vanishing row to the eigenvector `v`, which need not be normalised. `bondPlusHalf_witness` checks the three-site example, with sites numbered from 0, and proves positivity by writing both matrices as Gram matrices.

A mistake that is easy to make is to infer a zero column from $A_{ii}=0$ by Hermiticity alone. Take

$$g=\begin{pmatrix}1/2&1/2\\1/2&0\end{pmatrix}.$$

The hole at the first site sums to $-1$, but $(g^2-g)_{21}=-1/4$. Here $1-g$ is positive semidefinite and $g$ is not: a negative occupation produces the cancellation you were worried about.

With a single site, $g=p$ and $0<p\le1$, the hole is $-p$ and the deficit $1-p$. The sum rule then holds only at $p=1$, and the bound reads $p^2(1-p)^2\le p(1-p)/4$, with equality at $p=1/2$ and $p=1$.

For finite-basis density matrices within these occupation limits, a small deficit at an occupied site thus guarantees that the whole column of $g^2-g$ is small. The converse can fail at low density: for a single site with small $p$, the column is small but the deficit is close to 1.
